# The number-operator moments of a coherent state are those of a Poisson distribution with mean |z|²

For a single bosonic mode in a coherent state of amplitude z, `number_moment_hasSum_poisson` states that for every natural n the series Σₖ p(k) kⁿ converges to ω((ba)ⁿ), where p(k) are the Poisson weights with mean |z|². The setting is algebraic: a and b are elements of a complex algebra with ab − ba = 1, and ω is a linear functional with ω(1) = 1, ω(xa) = z ω(x) and ω(bx) = z̄ ω(x) for all x. The attempt goes by strong induction on n, writing the moment of order n + 1 as |z|² times a binomial combination of lower moments. It then drops the vanishing k = 0 term of the series and tries to match the shifted series with the one built from the induction hypothesis.

The first attempt, which Lean rejects:

```lean
import Mathlib

open ComplexConjugate

namespace CoherentStateCounting

noncomputable section

/-- A normalised linear functional `ω` describing a coherent state of amplitude `z`
for a single bosonic mode with lowering operator `a` and raising operator `b`. -/
structure IsCoherentState {A : Type*} [Ring A] [Algebra ℂ A]
    (a b : A) (ω : A →ₗ[ℂ] ℂ) (z : ℂ) : Prop where
  ccr : a * b - b * a = 1
  unit : ω 1 = 1
  ket : ∀ x, ω (x * a) = z * ω x
  bra : ∀ x, ω (b * x) = conj z * ω x

/-- The Poisson weight `e^(-r) r^k / k!` for real `r`. For `r ≥ 0` it is the probability of the
value `k` in the Poisson distribution with mean `r`. -/
def poissonWeight (r : ℝ) (k : ℕ) : ℝ :=
  Real.exp (-r) * (r ^ k / (k.factorial : ℝ))

/-- For every real `r` the Poisson weights sum to one. -/
theorem poissonWeight_hasSum (r : ℝ) : HasSum (poissonWeight r) 1 := by
  have h : HasSum (fun k : ℕ => r ^ k / (k.factorial : ℝ)) (Real.exp r) := by
    rw [Real.exp_eq_exp_ℝ]
    exact NormedSpace.expSeries_div_hasSum_exp r
  have h2 := h.mul_left (Real.exp (-r))
  rw [← Real.exp_add, neg_add_cancel, Real.exp_zero] at h2
  exact h2

/-- Neighbouring Poisson weights obey `(k + 1) p(k + 1) = r p(k)`. -/
theorem poissonWeight_succ (r : ℝ) (k : ℕ) :
    poissonWeight r (k + 1) * ((k : ℝ) + 1) = r * poissonWeight r k := by
  have h1 : (k.factorial : ℝ) ≠ 0 := by exact_mod_cast k.factorial_ne_zero
  have h2 : (k : ℝ) + 1 ≠ 0 := by positivity
  unfold poissonWeight
  rw [Nat.factorial_succ]
  push_cast
  field_simp
  ring

variable {A : Type*} [Ring A] [Algebra ℂ A] {a b : A} {ω : A →ₗ[ℂ] ℂ} {z : ℂ}

omit [Algebra ℂ A] in
/-- Moving the lowering operator through a power of the number operator `b * a`
raises the number operator by one. -/
theorem lower_mul_number_pow (h : a * b - b * a = 1) (n : ℕ) :
    a * (b * a) ^ n = (b * a + 1) ^ n * a := by
  have h1 : a * (b * a) = (b * a + 1) * a := by
    rw [← mul_assoc, sub_eq_iff_eq_add.mp h, add_comm]
  have h2 : SemiconjBy a (b * a) (b * a + 1) := h1
  exact (h2.pow_right n).eq

/-- In a coherent state the moment of order `n + 1` of the number operator `b * a` is `|z|²` times
the moment of order `n` of `b * a + 1`. -/
theorem moment_succ (h : IsCoherentState a b ω z) (n : ℕ) :
    ω ((b * a) ^ (n + 1)) = (‖z‖ : ℂ) ^ 2 * ω ((b * a + 1) ^ n) := by
  rw [pow_succ', mul_assoc, h.bra, lower_mul_number_pow h.ccr, h.ket]
  linear_combination ω ((b * a + 1) ^ n) * Complex.conj_mul' z

/-- If counting weights obey `(k + 1) w(k + 1) = r w(k)`, their moment of order `n + 1` is
`r` times the binomial combination of their moments up to order `n`. -/
theorem weight_moment_succ {w M : ℕ → ℂ} {r : ℂ}
    (hw : ∀ k : ℕ, w (k + 1) * ((k : ℂ) + 1) = r * w k) (n : ℕ)
    (hM : ∀ m < n + 1, HasSum (fun k : ℕ => w k * (k : ℂ) ^ m) (M m)) :
    HasSum (fun k : ℕ => w k * (k : ℂ) ^ (n + 1))
      (r * ∑ m ∈ Finset.range (n + 1), (n.choose m : ℂ) * M m) := by
  have hs : HasSum (fun k : ℕ => ∑ m ∈ Finset.range (n + 1),
      (n.choose m : ℂ) * (w k * (k : ℂ) ^ m))
      (∑ m ∈ Finset.range (n + 1), (n.choose m : ℂ) * M m) :=
    hasSum_sum fun m hm => (hM m (Finset.mem_range.mp hm)).mul_left _
  have h2 := hs.mul_left r
  have e : (fun k : ℕ => r * ∑ m ∈ Finset.range (n + 1),
      (n.choose m : ℂ) * (w k * (k : ℂ) ^ m)) =
      fun k : ℕ => w (k + 1) * ((k + 1 : ℕ) : ℂ) ^ (n + 1) := by
    funext k
    have hb : ∑ m ∈ Finset.range (n + 1), (n.choose m : ℂ) * (w k * (k : ℂ) ^ m) =
        w k * ((k : ℂ) + 1) ^ n := by
      rw [add_pow (k : ℂ) 1 n, Finset.mul_sum]
      refine Finset.sum_congr rfl fun m _ => ?_
      rw [one_pow]
      ring
    rw [hb, Nat.cast_succ, pow_succ]
    generalize ((k : ℂ) + 1) ^ n = c
    linear_combination (-c) * hw k
  rw [e] at h2
  -- the term with no quanta vanishes, so the sum may start at one
  have h3 := (hasSum_nat_add_iff (f := fun k : ℕ => w k * (k : ℂ) ^ (n + 1)) 1).mp h2
  have hz : (0 : ℂ) ^ (n + 1) = 0 := zero_pow (by omega)
  simp only [Finset.sum_range_one, Nat.cast_zero, hz, mul_zero, add_zero] at h3
  exact h3

/-- Every moment of the number operator in a coherent state of amplitude `z` is the
corresponding moment of the Poisson distribution with mean `|z|²`. -/
theorem number_moment_hasSum_poisson (h : IsCoherentState a b ω z) (n : ℕ) :
    HasSum (fun k : ℕ => (poissonWeight (‖z‖ ^ 2) k : ℂ) * (k : ℂ) ^ n)
      (ω ((b * a) ^ n)) := by
  induction n using Nat.strong_induction_on with
  | _ n ih =>
  cases n with
  | zero =>
    have h0 := Complex.ofRealCLM.hasSum (poissonWeight_hasSum (‖z‖ ^ 2))
    simpa [h.unit] using h0
  | succ n =>
    -- expand the shifted number operator by the binomial theorem
    have hω : ω ((b * a + 1) ^ n) =
        ∑ m ∈ Finset.range (n + 1), (n.choose m : ℂ) * ω ((b * a) ^ m) := by
      rw [(Commute.one_right (b * a)).add_pow n, map_sum]
      refine Finset.sum_congr rfl fun m _ => ?_
      rw [one_pow, mul_one, ← nsmul_eq_mul', map_nsmul, nsmul_eq_mul]
    have hs : HasSum (fun k : ℕ => ∑ m ∈ Finset.range (n + 1),
        (n.choose m : ℂ) * ((poissonWeight (‖z‖ ^ 2) k : ℂ) * (k : ℂ) ^ m))
        (∑ m ∈ Finset.range (n + 1), (n.choose m : ℂ) * ω ((b * a) ^ m)) :=
      hasSum_sum fun m hm => (ih m (Finset.mem_range.mp hm)).mul_left _
    have h2 := hs.mul_left ((‖z‖ : ℂ) ^ 2)
    rw [moment_succ h, hω]
    -- the term with no quanta vanishes, so the sum may start at one
    refine (hasSum_nat_add_iff' 1).mp ?_
    have hz : (0 : ℂ) ^ (n + 1) = 0 := zero_pow (by omega)
    simp only [Finset.sum_range_one, Nat.cast_zero, hz, mul_zero, sub_zero]
    convert h2 using 1
    funext k
    have hw : (poissonWeight (‖z‖ ^ 2) (k + 1) : ℂ) * ((k : ℂ) + 1) =
        (‖z‖ : ℂ) ^ 2 * (poissonWeight (‖z‖ ^ 2) k : ℂ) := by
      exact_mod_cast poissonWeight_succ (‖z‖ ^ 2) k
    have hb : ∑ m ∈ Finset.range (n + 1),
        (n.choose m : ℂ) * ((poissonWeight (‖z‖ ^ 2) k : ℂ) * (k : ℂ) ^ m) =
        (poissonWeight (‖z‖ ^ 2) k : ℂ) * ((k : ℂ) + 1) ^ n := by
      rw [add_pow, Finset.mul_sum]
      refine Finset.sum_congr rfl fun m _ => ?_
      rw [one_pow]
      ring
    rw [hb]
    push_cast
    linear_combination ((k : ℂ) + 1) ^ n * hw

end

end CoherentStateCounting
```

Lean reports:

```
Main.lean:123:4: error: Tactic `apply` failed: could not unify the conclusion of `@funext`
  ?f = ?g
with the goal
  Complex.addCommGroup.toAddCommMonoid =
    Complex.instNonUnitalCommRing.toNonUnitalNonAssocCommRing.toNonUnitalNonAssocSemiring.toAddCommMonoid

Note: The full type of `@funext` is
  ∀ {α : Sort ?u.221} {β : α → Sort ?u.220} {f g : (x : α) → β x}, (∀ (x : α), f x = g x) → f = g

case e'_3
A : Type u_1
inst✝¹ : Ring A
inst✝ : Algebra ℂ A
a b : A
ω : A →ₗ[ℂ] ℂ
z : ℂ
h : IsCoherentState a b ω z
n : ℕ
ih : ∀ m < n + 1, HasSum (fun k => ↑(poissonWeight (‖z‖ ^ 2) k) * ↑k ^ m) (ω ((b * a) ^ m))
hω : ω ((b * a + 1) ^ n) = ∑ m ∈ Finset.range (n + 1), ↑(n.choose m) * ω ((b * a) ^ m)
hs :
  HasSum (fun k => ∑ m ∈ Finset.range (n + 1), ↑(n.choose m) * (↑(poissonWeight (‖z‖ ^ 2) k) * ↑k ^ m))
    (∑ m ∈ Finset.range (n + 1), ↑(n.choose m) * ω ((b * a) ^ m))
h2 :
  HasSum (fun i => ↑‖z‖ ^ 2 * ∑ m ∈ Finset.range (n + 1), ↑(n.choose m) * (↑(poissonWeight (‖z‖ ^ 2) i) * ↑i ^ m))
    (↑‖z‖ ^ 2 * ∑ m ∈ Finset.range (n + 1), ↑(n.choose m) * ω ((b * a) ^ m))
hz : 0 ^ (n + 1) = 0
⊢ Complex.addCommGroup.toAddCommMonoid =
    Complex.instNonUnitalCommRing.toNonUnitalNonAssocCommRing.toNonUnitalNonAssocSemiring.toAddCommMonoid
```

After these edits no error is left:

```diff
@@ -110,29 +110,14 @@
       refine Finset.sum_congr rfl fun m _ => ?_
       rw [one_pow, mul_one, ← nsmul_eq_mul', map_nsmul, nsmul_eq_mul]
-    have hs : HasSum (fun k : ℕ => ∑ m ∈ Finset.range (n + 1),
-        (n.choose m : ℂ) * ((poissonWeight (‖z‖ ^ 2) k : ℂ) * (k : ℂ) ^ m))
-        (∑ m ∈ Finset.range (n + 1), (n.choose m : ℂ) * ω ((b * a) ^ m)) :=
-      hasSum_sum fun m hm => (ih m (Finset.mem_range.mp hm)).mul_left _
-    have h2 := hs.mul_left ((‖z‖ : ℂ) ^ 2)
+    have hw : ∀ k : ℕ, (poissonWeight (‖z‖ ^ 2) (k + 1) : ℂ) * ((k : ℂ) + 1) =
+        (‖z‖ : ℂ) ^ 2 * (poissonWeight (‖z‖ ^ 2) k : ℂ) := by
+      intro k
+      have h1 := congrArg Complex.ofReal (poissonWeight_succ (‖z‖ ^ 2) k)
+      rw [Complex.ofReal_mul, Complex.ofReal_mul, Complex.ofReal_add,
+        Complex.ofReal_natCast, Complex.ofReal_one, Complex.ofReal_pow] at h1
+      exact h1
     rw [moment_succ h, hω]
-    -- the term with no quanta vanishes, so the sum may start at one
-    refine (hasSum_nat_add_iff' 1).mp ?_
-    have hz : (0 : ℂ) ^ (n + 1) = 0 := zero_pow (by omega)
-    simp only [Finset.sum_range_one, Nat.cast_zero, hz, mul_zero, sub_zero]
-    convert h2 using 1
-    funext k
-    have hw : (poissonWeight (‖z‖ ^ 2) (k + 1) : ℂ) * ((k : ℂ) + 1) =
-        (‖z‖ : ℂ) ^ 2 * (poissonWeight (‖z‖ ^ 2) k : ℂ) := by
-      exact_mod_cast poissonWeight_succ (‖z‖ ^ 2) k
-    have hb : ∑ m ∈ Finset.range (n + 1),
-        (n.choose m : ℂ) * ((poissonWeight (‖z‖ ^ 2) k : ℂ) * (k : ℂ) ^ m) =
-        (poissonWeight (‖z‖ ^ 2) k : ℂ) * ((k : ℂ) + 1) ^ n := by
-      rw [add_pow, Finset.mul_sum]
-      refine Finset.sum_congr rfl fun m _ => ?_
-      rw [one_pow]
-      ring
-    rw [hb]
-    push_cast
-    linear_combination ((k : ℂ) + 1) ^ n * hw
+    exact weight_moment_succ (w := fun k => (poissonWeight (‖z‖ ^ 2) k : ℂ))
+      (M := fun m => ω ((b * a) ^ m)) hw n ih
 
 end
```

Diagnosis. The error is at `funext k`, which proves that two functions are equal. The first goal left by `convert h2 using 1` was instead an equality between two `AddCommMonoid` structures on ℂ. `HasSum` takes such a structure as an argument; the goal had it by way of ℂ's additive group, `h2` by way of its ring structure, and `convert` left the difference as a goal of its own, ahead of the one `funext` was meant for.

The repair drops `convert` and closes the goal with `exact weight_moment_succ …`, an earlier lemma that already contains the binomial sum and the shift. `exact` only needs the types to agree by definition, so no separate goal about structures arises. `hs`, `h2`, `hz` and `hb` go because the lemma does their work.

`hw` is now stated for all `k`, as the lemma requires. Its proof also changes, from `exact_mod_cast` to explicit cast rewrites, but no message shows that this was needed: Lean stopped before reaching the old `hw`.
